# Nonnegative Monte Carlo weights for the half-filled repulsive Hubbard model in orbital flux, on bipartite lattices with a real spin field

**Q.** Take one site, no hopping, one time slice and a real field $v$. The two spins contribute $(1+e^{v})(1+e^{-v})$. Since $1+e^{-v}=e^{-v}(1+e^{v})$, this is $e^{-v}(1+e^{v})^2\ge 0$. What survives once hopping matrices are complex and don't commute with the field?

**A.** The same factorisation, with a modulus in place of the square. Let slice $l$ have a Hermitian hopping matrix $K_l$ and a diagonal matrix $V_l$ of real fields $v_{l,i}$. Let $D$ be the diagonal matrix of sublattice signs $\pm1$, with $DK_lD=-K_l$. For spin sign $s=\pm1$ put $B_{s,l}=e^{-K_l}e^{sV_l}$, $P_s=\prod_l B_{s,l}$ and $T=\sum_{l,i}v_{l,i}$. Then

$$\det(1+P_+)\det(1+P_-)=e^{-T}\,|\det(1+P_+)|^2 .$$

**Q.** How do the definitions encode that?

**A.** `stagger ε` is $D$, and `IsFluxHopping` contains both conditions on $K$. A configuration is a list of pairs (hopping matrix, field), multiplied from left to right by `propagator`; `totalField` is $T$. The time step is absorbed into $K$, and the exponentials are true matrix exponentials.

In Lean 4 with Mathlib:

```lean
import Mathlib

open Matrix
open scoped ComplexOrder

namespace FluxDeterminantQMC

noncomputable section

variable {n : Type*} [Fintype n] [DecidableEq n]

/-- The diagonal matrix of sublattice signs `ε i = ±1`. -/
def stagger (ε : n → ℤˣ) : Matrix n n ℂ := diagonal fun i => ((ε i : ℤ) : ℂ)

/-- A hopping matrix is Hermitian, with complex entries allowed, and changes sign under
conjugation by the sublattice signs. -/
def IsFluxHopping (ε : n → ℤˣ) (K : Matrix n n ℂ) : Prop :=
  K.IsHermitian ∧ stagger ε * K * stagger ε = -K

/-- The diagonal matrix of a real auxiliary field `v`, multiplied by the spin sign `s`. -/
def field (s : ℝ) (v : n → ℝ) : Matrix n n ℂ := diagonal fun i => ((s * v i : ℝ) : ℂ)

/-- One imaginary-time slice `exp(-K) exp(s V)`. -/
def slice (s : ℝ) (p : Matrix n n ℂ × (n → ℝ)) : Matrix n n ℂ :=
  NormedSpace.exp (-p.1) * NormedSpace.exp (field s p.2)

/-- The ordered product of all time slices, each with its own hopping matrix and field. -/
def propagator (s : ℝ) (L : List (Matrix n n ℂ × (n → ℝ))) : Matrix n n ℂ :=
  (L.map (slice s)).prod

/-- The sum of the auxiliary field over all sites and time slices. -/
def totalField (L : List (Matrix n n ℂ × (n → ℝ))) : ℝ :=
  (L.map fun p => ∑ i, p.2 i).sum
```

**Q.** Where are repulsion and half filling in this?

**A.** In the form of the matrices. For $U>0$ and time step $\Delta\tau$, the particle-hole symmetric interaction can be decoupled by an Ising field $\sigma=\pm1$ coupled to $n_\uparrow-n_\downarrow$, with $v=\lambda\sigma$ and $\cosh\lambda=e^{\Delta\tau U/2}$. The field is real and enters the two spins with opposite signs. The condition $DKD=-K$ allows hopping only between sublattices and forces a zero diagonal, so there is no chemical potential away from half filling. Both spins share $K$: the flux is orbital, without a Zeeman term. The file starts from the resulting determinants; the decoupling and the Trotter error are not part of it.

**Q.** Show me the step that replaces $1+e^{-v}=e^{-v}(1+e^v)$.

**A.** Since $D^2=1$, conjugating the exponential series gives $De^{-K}D=e^{K}$. Also, $D$ commutes with the diagonal field factor. For one slice, therefore,

$$DB_{-s}D\,B_s^\dagger=e^{K}e^{-sV}\,e^{sV}e^{-K}=1 .$$

These lemmas supply the pieces: `stagger_exp` is the conjugation, and the `calc` block in `slice_particle_hole` is the displayed line.

```lean
/-- The sublattice sign matrix squares to one. -/
theorem stagger_sq (ε : n → ℤˣ) : stagger ε * stagger ε = 1 := by
  rw [stagger, diagonal_mul_diagonal, ← diagonal_one]
  congr 1
  funext i
  rcases Int.units_eq_one_or (ε i) with h | h <;> simp [h]

private lemma exp_neg_mul (A : Matrix n n ℂ) :
    NormedSpace.exp (-A) * NormedSpace.exp A = 1 := by
  rw [← Matrix.exp_add_of_commute _ _ (Commute.neg_left (Commute.refl A)),
    neg_add_cancel, NormedSpace.exp_zero]

private lemma exp_field (s : ℝ) (v : n → ℝ) :
    NormedSpace.exp (field s v) = diagonal fun i => Complex.exp ((s * v i : ℝ) : ℂ) := by
  rw [field, Matrix.exp_diagonal]
  congr 1
  funext i
  rw [Complex.exp_eq_exp_ℂ]
  exact NormedSpace.map_exp (Pi.evalRingHom (fun _ : n => ℂ) i) (continuous_apply i) _

/-- If conjugation by the sublattice signs reverses `A`, it turns `exp A` into `exp(-A)`. -/
theorem stagger_exp (ε : n → ℤˣ) {A : Matrix n n ℂ}
    (h : stagger ε * A * stagger ε = -A) :
    stagger ε * NormedSpace.exp A * stagger ε = NormedSpace.exp (-A) := by
  have hD := stagger_sq ε
  have hu : IsUnit (stagger ε) := ⟨⟨stagger ε, stagger ε, hD, hD⟩, rfl⟩
  have key := Matrix.exp_conj (stagger ε) A hu
  rw [Matrix.inv_eq_right_inv hD, h] at key
  exact key.symm

private lemma slice_particle_hole (ε : n → ℤˣ) (s : ℝ) (p : Matrix n n ℂ × (n → ℝ))
    (h : IsFluxHopping ε p.1) :
    stagger ε * slice (-s) p * stagger ε * (slice s p)ᴴ = 1 := by
  have hE := stagger_exp ε (A := -p.1) (by rw [mul_neg, neg_mul, h.2])
  have hF : NormedSpace.exp (field (-s) p.2) * stagger ε
      = stagger ε * NormedSpace.exp (field (-s) p.2) := by
    rw [exp_field, stagger, diagonal_mul_diagonal, diagonal_mul_diagonal]
    congr 1
    funext i
    exact mul_comm _ _
  have hn : field (-s) p.2 = -field s p.2 := by
    ext i j
    by_cases hij : i = j <;> simp [field, hij]
  have hH : (field s p.2)ᴴ = field s p.2 := by
    rw [field, diagonal_conjTranspose]
    congr 1
    funext i
    exact Complex.conj_ofReal _
  have hS : (slice s p)ᴴ = NormedSpace.exp (field s p.2) * NormedSpace.exp (-p.1) := by
    rw [slice, conjTranspose_mul, ← Matrix.exp_conjTranspose, ← Matrix.exp_conjTranspose,
      hH, conjTranspose_neg, h.1.eq]
  rw [hS, slice]
  calc _ = stagger ε * NormedSpace.exp (-p.1) *
        (NormedSpace.exp (field (-s) p.2) * stagger ε) *
        (NormedSpace.exp (field s p.2) * NormedSpace.exp (-p.1)) := by
        simp only [mul_assoc]
    _ = (stagger ε * NormedSpace.exp (-p.1) * stagger ε) *
        (NormedSpace.exp (field (-s) p.2) * NormedSpace.exp (field s p.2)) *
        NormedSpace.exp (-p.1) := by rw [hF]; simp only [mul_assoc]
    _ = 1 := by rw [hE, hn, exp_neg_mul, mul_one, exp_neg_mul]
```

**Q.** With many slices, the adjoint reverses the order. Does that spoil it?

**A.** It is what makes the product collapse. Write $P_s=B_sP'_s$, where $B_s$ is the first slice and $P'_s$ the rest. Inserting $D^2=1$ gives

$$DP_{-s}D\,P_s^\dagger=(DB_{-s}D)\,(DP'_{-s}D\,P_s'^\dagger)\,B_s^\dagger .$$

The middle bracket is $1$ by induction, and the outer factors then give $1$. The empty list is $D^2=1$.

```lean
/-- Particle-hole relation: conjugated by the sublattice signs, the propagator of one spin is
the inverse of the adjoint propagator of the other, if every slice has a flux hopping matrix. -/
theorem particle_hole (ε : n → ℤˣ) (s : ℝ) (L : List (Matrix n n ℂ × (n → ℝ)))
    (hL : ∀ p ∈ L, IsFluxHopping ε p.1) :
    stagger ε * propagator (-s) L * stagger ε * (propagator s L)ᴴ = 1 := by
  induction L with
  | nil => simp [propagator, stagger_sq]
  | cons p L ih =>
    have ih' := ih fun q hq => hL q (List.mem_cons_of_mem _ hq)
    have hp := slice_particle_hole ε s p (hL p List.mem_cons_self)
    have hc : ∀ r : ℝ, propagator r (p :: L) = slice r p * propagator r L := fun r => by
      simp [propagator]
    rw [hc, hc, conjTranspose_mul]
    -- insert the square of the sign matrix between the first slice and the rest
    calc _ = stagger ε * slice (-s) p * 1 * propagator (-s) L * stagger ε *
          ((propagator s L)ᴴ * (slice s p)ᴴ) := by simp only [mul_assoc, one_mul]
      _ = (stagger ε * slice (-s) p * stagger ε) *
          (stagger ε * propagator (-s) L * stagger ε * (propagator s L)ᴴ) *
          (slice s p)ᴴ := by rw [← stagger_sq ε]; simp only [mul_assoc]
      _ = 1 := by rw [ih', mul_one, hp]
```

**Q.** You also need $\det P_+$.

**A.** By hand, $\operatorname{tr}K=\operatorname{tr}DKD=-\operatorname{tr}K$, so the trace vanishes and $\det e^{-K}=e^{-\operatorname{tr}K}=1$. The file takes another route. With $A=-K/2$, conjugation by $D$ gives $\det e^{A}=\det e^{-A}=1/\det e^{A}$, hence $\det e^{-K}=(\det e^{A})^2=1$. Only the fields remain, and multiplying over slices gives $\det P_s=e^{sT}$.

```lean
private lemma det_exp_hopping (ε : n → ℤˣ) {K : Matrix n n ℂ} (h : IsFluxHopping ε K) :
    (NormedSpace.exp (-K)).det = 1 := by
  -- split the hopping factor into two equal halves, each of which is inverted by the signs
  set A : Matrix n n ℂ := (-(1 / 2) : ℂ) • K with hA
  have hs : -K = A + A := by rw [hA]; module
  have hE := stagger_exp ε (A := A) (by
    rw [hA, Matrix.mul_smul, Matrix.smul_mul, h.2, smul_neg])
  have h1 := congrArg det hE
  have h2 := congrArg det (exp_neg_mul A)
  have h3 := congrArg det (stagger_sq ε)
  rw [det_mul, det_mul] at h1
  rw [det_mul, det_one] at h2 h3
  rw [hs, Matrix.exp_add_of_commute _ _ (Commute.refl A), det_mul]
  linear_combination h2 + (NormedSpace.exp A).det * h1
    - (NormedSpace.exp A).det ^ 2 * h3

/-- For flux hopping matrices the determinant of the propagator is the exponential of the
total auxiliary field times the spin sign. -/
theorem det_propagator (ε : n → ℤˣ) (s : ℝ) (L : List (Matrix n n ℂ × (n → ℝ)))
    (hL : ∀ p ∈ L, IsFluxHopping ε p.1) :
    (propagator s L).det = (Real.exp (s * totalField L) : ℂ) := by
  induction L with
  | nil => simp [propagator, totalField]
  | cons p L ih =>
    have ih' := ih fun q hq => hL q (List.mem_cons_of_mem _ hq)
    have hc : propagator s (p :: L) = slice s p * propagator s L := by simp [propagator]
    have ht : totalField (p :: L) = ∑ i, p.2 i + totalField L := by simp [totalField]
    rw [hc, det_mul, ih', slice, det_mul, det_exp_hopping ε (hL p List.mem_cons_self),
      one_mul, exp_field, det_diagonal, ← Complex.exp_sum, ht, mul_add, Real.exp_add,
      Finset.mul_sum]
    push_cast
    rfl
```

**Q.** And the final identity?

**A.** Expand, using the particle-hole relation:

$$D(1+P_-)D\,P_+^\dagger=P_+^\dagger+1=(1+P_+)^\dagger .$$

Taking determinants, with $(\det D)^2=1$ and $\det P_+^\dagger=e^{T}$, gives $\det(1+P_-)\,e^{T}=\overline{\det(1+P_+)}$. Multiply by $e^{-T}\det(1+P_+)$. In `weight_eq`, `hM` is the matrix equation, `h` its determinant, and `linear_combination` clears $e^{-T}e^T=1$ and $(\det D)^2=1$.

In `weight_nonneg`, the order on complex numbers makes `0 ≤` mean "real and nonnegative". Zero is allowed.

```lean
/-- The product of the two spin determinants is a positive factor times a squared modulus,
for real auxiliary fields and flux hopping matrices that may differ from slice to slice. -/
theorem weight_eq (ε : n → ℤˣ) (L : List (Matrix n n ℂ × (n → ℝ)))
    (hL : ∀ p ∈ L, IsFluxHopping ε p.1) :
    (1 + propagator 1 L).det * (1 + propagator (-1) L).det
      = ((Real.exp (-totalField L) * ‖(1 + propagator 1 L).det‖ ^ 2 : ℝ) : ℂ) := by
  have hP := particle_hole ε 1 L hL
  have hdet := det_propagator ε 1 L hL
  have hD := congrArg det (stagger_sq ε)
  rw [det_mul, det_one] at hD
  -- the spin-down matrix, conjugated by the signs, is tied to the spin-up adjoint
  have hM : stagger ε * (1 + propagator (-1) L) * stagger ε * (propagator 1 L)ᴴ
      = (1 + propagator 1 L)ᴴ := by
    rw [mul_add, add_mul, add_mul, hP, mul_one, stagger_sq, one_mul, conjTranspose_add,
      conjTranspose_one, add_comm]
  have h := congrArg det hM
  rw [det_mul, det_mul, det_mul, det_conjTranspose, det_conjTranspose, hdet, one_mul,
    Complex.star_def, Complex.conj_ofReal] at h
  have hz := Complex.mul_conj (1 + propagator 1 L).det
  rw [Complex.normSq_eq_norm_sq] at hz
  have he : (Real.exp (-totalField L) : ℂ) * (Real.exp (totalField L) : ℂ) = 1 := by
    rw [← Complex.ofReal_mul, ← Real.exp_add, neg_add_cancel, Real.exp_zero,
      Complex.ofReal_one]
  rw [Complex.ofReal_mul, ← hz, ← h]
  linear_combination (-(1 + propagator 1 L).det * (1 + propagator (-1) L).det) *
    ((stagger ε).det * (stagger ε).det * he + hD)

/-- The Monte Carlo weight of both spins is real and nonnegative for every real auxiliary field
and every sequence of flux hopping matrices. -/
theorem weight_nonneg (ε : n → ℤˣ) (L : List (Matrix n n ℂ × (n → ℝ)))
    (hL : ∀ p ∈ L, IsFluxHopping ε p.1) :
    0 ≤ (1 + propagator 1 L).det * (1 + propagator (-1) L).det := by
  rw [weight_eq ε L hL]
  exact Complex.zero_le_real.mpr (by positivity)
```

**Q.** What does a simulation do with this?

**A.** Suppose a proposed flip changes one field entry by $\delta$. The ratio of new to old weight is $e^{-\delta}\,|\det(1+P_+^{\rm new})/\det(1+P_+)|^2$, so a Metropolis step needs only the spin-up determinant ratio. When $1+P_+$ is invertible, the same matrix equation gives the other Green function: with $G_\pm=(1+P_\pm)^{-1}$, one has $G_-=D(1-G_+^\dagger)D$. For this half-filled bipartite model, configurations can thus be sampled in orbital flux without a sign or phase to reweight.

**Q.** Does the hypothesis really admit flux, or only phases that a gauge change removes?

**A.** It admits flux. On a four-site ring, the product of hoppings around the loop is gauge invariant, and here it equals $e^{i\theta}$ for any real $\theta$.

```lean
/-- Hopping on a four-site ring, with the Peierls phase `exp(iθ)` placed on one bond. -/
def plaquette (θ : ℝ) : Matrix (Fin 4) (Fin 4) ℂ :=
  !![0, -1, 0, -star (Complex.exp (θ * Complex.I)); -1, 0, -1, 0; 0, -1, 0, -1;
    -Complex.exp (θ * Complex.I), 0, -1, 0]

/-- The four-site ring is a flux hopping matrix for alternating signs and any `θ`, and the
product of its hoppings around the ring is `exp(iθ)`. -/
theorem plaquette_witness (θ : ℝ) :
    IsFluxHopping ![1, -1, 1, -1] (plaquette θ) ∧
      plaquette θ 0 1 * plaquette θ 1 2 * plaquette θ 2 3 * plaquette θ 3 0
        = Complex.exp (θ * Complex.I) := by
  unfold plaquette
  generalize Complex.exp (θ * Complex.I) = u
  refine ⟨⟨?_, ?_⟩, by simp⟩
  · ext i j
    fin_cases i <;> fin_cases j <;> simp [conjTranspose_apply]
  · ext i j
    fin_cases i <;> fin_cases j <;> simp [stagger, diagonal_mul, mul_diagonal]
```

**Q.** Perhaps each determinant is real anyway, and the modulus is decoration.

**A.** A single bond with two slices shows otherwise. Its hopping amplitude is $1$ in the first slice, without field, and $i$ in the second, with field $(1,-1)$. A bond matrix $K$ with a unit-modulus amplitude has $K^2=1$, so $e^{-K}=\cosh 1-K\sinh 1$; `exp_bond` obtains this from the bonding and antibonding orbitals.

Write $c=\cosh1\approx1.5431$ and $s=\sinh1\approx1.1752$ (here $s$ is no longer the spin sign). Multiplying out gives $\operatorname{tr}P_\pm=2c^3\pm2is^3$. Since $T=0$, $\det P_\pm=1$, and for a $2\times2$ matrix

$$\det(1+P_\pm)=1+\operatorname{tr}P_\pm+\det P_\pm=2+2c^3\pm2is^3\approx9.348\pm3.246\,i .$$

The product is about $97.93$, which is $e^{0}|\det(1+P_+)|^2$.

**Q.** But that phase changes in imaginary time. It isn't a static magnetic flux.

**A.** Correct. On a single bond, a constant phase could be gauged away. The example belongs to the wider setting that the theorem allows, where link phases vary from slice to slice, as they do for fermions coupled to a fluctuating gauge field. `single_spin_complex` states the imaginary part, $2\sinh^3 1$, and that both slices satisfy the hypothesis. Its helper `key` multiplies out the $2\times2$ matrices.

```lean
/-- Hopping on a single bond with complex amplitude `u`. -/
def bond (u : ℂ) : Matrix (Fin 2) (Fin 2) ℂ := !![0, star u; u, 0]

private lemma exp_bond (u : ℂ) (hu : u * star u = 1) :
    NormedSpace.exp (-bond u) = !![(Real.cosh 1 : ℂ), -(Real.sinh 1 : ℂ) * star u;
      -(Real.sinh 1 : ℂ) * u, (Real.cosh 1 : ℂ)] := by
  -- diagonalise the bond in its bonding and antibonding orbitals
  let U : Matrix (Fin 2) (Fin 2) ℂ := !![1, 1; u, -u]
  let W : Matrix (Fin 2) (Fin 2) ℂ := !![1 / 2, star u / 2; 1 / 2, -star u / 2]
  have hm : ∀ a b : ℂ, U * !![a, 0; 0, b] * W = !![(a + b) / 2, (a - b) / 2 * star u;
      (a - b) / 2 * u, (a + b) / 2 * (u * star u)] := by
    intro a b
    ext i j
    fin_cases i <;> fin_cases j <;>
      simp [U, W, Matrix.mul_apply, Fin.sum_univ_two] <;> ring
  have hUW : U * W = 1 := by
    have h := hm 1 1
    rw [hu, ← Matrix.one_fin_two, mul_one] at h
    rw [h]
    ext i j
    fin_cases i <;> fin_cases j <;> norm_num
  have hWU : W * U = 1 := mul_eq_one_comm.mp hUW
  have hf : field 1 ![-1, 1] = !![(-1 : ℂ), 0; 0, 1] := by
    ext i j
    fin_cases i <;> fin_cases j <;> simp [field]
  have he : NormedSpace.exp (field 1 ![-1, 1])
      = !![Complex.exp (-1), 0; 0, Complex.exp 1] := by
    rw [exp_field]
    ext i j
    fin_cases i <;> fin_cases j <;> simp
  have key := Matrix.exp_conj U (field 1 ![-1, 1]) ⟨⟨U, W, hUW, hWU⟩, rfl⟩
  rw [Matrix.inv_eq_right_inv hUW, he] at key
  have hb : U * field 1 ![-1, 1] * W = -bond u := by
    rw [hf, hm, hu]
    ext i j
    fin_cases i <;> fin_cases j <;> norm_num [bond]
  have hc : (Real.cosh 1 : ℂ) = (Complex.exp (-1) + Complex.exp 1) / 2 := by
    rw [Real.cosh_eq]
    push_cast
    ring
  have hs : -(Real.sinh 1 : ℂ) = (Complex.exp (-1) - Complex.exp 1) / 2 := by
    rw [Real.sinh_eq]
    push_cast
    ring
  rw [← hb, key, hm, hu, hc, hs, mul_one]

/-- Two time slices of one bond: amplitude `1` without field, then amplitude `i` with the
staggered field `(1, -1)`. -/
def twoSlices : List (Matrix (Fin 2) (Fin 2) ℂ × (Fin 2 → ℝ)) :=
  [(bond 1, 0), (bond Complex.I, ![1, -1])]

/-- The two slices have flux hopping matrices, yet the determinant of a single spin has
imaginary part `2 sinh³(1)`. -/
theorem single_spin_complex :
    (∀ p ∈ twoSlices, IsFluxHopping ![1, -1] p.1) ∧
      (1 + propagator 1 twoSlices).det.im = 2 * Real.sinh 1 ^ 3 := by
  have hb : ∀ u : ℂ, IsFluxHopping ![1, -1] (bond u) := fun u => by
    constructor
    · ext i j
      fin_cases i <;> fin_cases j <;> simp [bond, conjTranspose_apply]
    · ext i j
      fin_cases i <;> fin_cases j <;> simp [bond, stagger, diagonal_mul, mul_diagonal]
  refine ⟨fun p hp => ?_, ?_⟩
  · simp only [twoSlices, List.mem_cons, List.not_mem_nil, or_false] at hp
    rcases hp with rfl | rfl <;> exact hb _
  have h0 : NormedSpace.exp (field 1 (0 : Fin 2 → ℝ)) = 1 := by
    rw [exp_field]
    simp
  have h1 : NormedSpace.exp (field 1 ![1, -1])
      = !![(Real.exp 1 : ℂ), 0; 0, (Real.exp (-1) : ℂ)] := by
    rw [exp_field]
    ext i j
    fin_cases i <;> fin_cases j <;> simp
  have key : ∀ c s e f : ℝ, (1 + !![(c : ℂ), -(s : ℂ) * star 1; -(s : ℂ) * 1, (c : ℂ)] *
      (!![(c : ℂ), -(s : ℂ) * star Complex.I; -(s : ℂ) * Complex.I, (c : ℂ)] *
        !![(e : ℂ), 0; 0, (f : ℂ)])).det.im = s ^ 2 * (e - f) := by
    intro c s e f
    simp [det_fin_two]
    ring
  have hP : propagator 1 twoSlices = NormedSpace.exp (-bond 1) *
      (NormedSpace.exp (-bond Complex.I) * NormedSpace.exp (field 1 ![1, -1])) := by
    simp only [propagator, twoSlices, slice, List.map_cons, List.map_nil, List.prod_cons,
      List.prod_nil, mul_one, h0]
  rw [hP, exp_bond 1 (by simp), exp_bond Complex.I (by simp), h1, key, Real.sinh_eq]
  ring

end

end FluxDeterminantQMC
```

```lean
#print axioms FluxDeterminantQMC.weight_nonneg
#print axioms FluxDeterminantQMC.single_spin_complex
```

```
'FluxDeterminantQMC.weight_nonneg' depends on axioms: [propext, Classical.choice, Quot.sound]
'FluxDeterminantQMC.single_spin_complex' depends on axioms: [propext, Classical.choice, Quot.sound]
```
